# The square of a quadratic Hamiltonian of four Majorana operators is $S - 2\,\mathrm{Pf}(A)\,g_0g_1g_2g_3$

Take four mutually anticommuting operators $g_0,\dots,g_3$ with $g_j^2=1$ and real couplings $a,b$: in $H=i(a\,g_0g_1+b\,g_2g_3)$ each pair squares to $-1$ and the two pairs commute, so $H^2=a^2+b^2-2ab\,g_0g_1g_2g_3$. With real couplings $A_{jk}$ on all six pairs $j<k$ the form survives, $a^2+b^2$ becoming $S=\sum_{j<k}A_{jk}^2$ and $ab$ becoming the Pfaffian $\mathrm{Pf}(A)=A_{01}A_{23}-A_{02}A_{13}+A_{03}A_{12}$.

```lean
import Mathlib

open Complex

namespace FourMajoranaSquare

noncomputable section

variable {R : Type*} [Ring R] [Algebra ℂ R]

/-- Four Majorana generators: each squares to one and distinct ones anticommute. -/
structure IsMajorana {S : Type*} [Ring S] (g : Fin 4 → S) : Prop where
  sq : ∀ j, g j * g j = 1
  anti : ∀ j k, j ≠ k → g j * g k = -(g k * g j)

/-- The bilinear `∑_{j<k} A_jk g_j g_k` with real couplings. -/
def bilinear (A : Fin 4 → Fin 4 → ℝ) (g : Fin 4 → R) : R :=
  ∑ j, ∑ k, if j < k then (A j k : ℂ) • (g j * g k) else 0

/-- The quadratic Majorana Hamiltonian `H = i ∑_{j<k} A_jk g_j g_k`. -/
def ham (A : Fin 4 → Fin 4 → ℝ) (g : Fin 4 → R) : R := I • bilinear A g

/-- The sum of squared couplings `S = ∑_{j<k} A_jk²`. -/
def couplingSq (A : Fin 4 → Fin 4 → ℝ) : ℝ :=
  ∑ j, ∑ k, if j < k then A j k ^ 2 else 0

/-- The Pfaffian of the couplings, with modes numbered from 0. -/
def pf (A : Fin 4 → Fin 4 → ℝ) : ℝ := A 0 1 * A 2 3 - A 0 2 * A 1 3 + A 0 3 * A 1 2

/-- The product `P = g₀ g₁ g₂ g₃` of all four generators. -/
def parity {S : Type*} [Ring S] (g : Fin 4 → S) : S := g 0 * g 1 * g 2 * g 3

/-- Rules for ordering a word of generators: an out-of-order neighbouring pair is swapped
at the cost of a sign, and a repeated neighbouring generator drops out. -/
theorem normal_order {S : Type*} [Ring S] {g : Fin 4 → S} (h : IsMajorana g) :
    (∀ j k, k < j → g j * g k = -(g k * g j)) ∧
    (∀ j k, k < j → ∀ x, g j * (g k * x) = -(g k * (g j * x))) ∧
    (∀ j x, g j * (g j * x) = x) := by
  refine ⟨fun j k hk => h.anti j k hk.ne', fun j k hk x => ?_, fun j x => ?_⟩
  · rw [← mul_assoc, h.anti j k hk.ne', neg_mul, mul_assoc]
  · rw [← mul_assoc, h.sq, one_mul]

/-- The sums over pairs `j < k` written out as six terms. -/
theorem expand (A : Fin 4 → Fin 4 → ℝ) (g : Fin 4 → R) :
    bilinear A g = (A 0 1 : ℂ) • (g 0 * g 1) + (A 0 2 : ℂ) • (g 0 * g 2)
      + (A 0 3 : ℂ) • (g 0 * g 3) + (A 1 2 : ℂ) • (g 1 * g 2)
      + (A 1 3 : ℂ) • (g 1 * g 3) + (A 2 3 : ℂ) • (g 2 * g 3) ∧
    couplingSq A = A 0 1 ^ 2 + A 0 2 ^ 2 + A 0 3 ^ 2 + A 1 2 ^ 2 + A 1 3 ^ 2 + A 2 3 ^ 2 := by
  constructor
  · simp only [bilinear, Fin.sum_univ_four]
    simp [add_assoc]
  · simp only [couplingSq, Fin.sum_univ_four]
    simp [add_assoc]

/-- The square of the Hamiltonian of four Majorana generators:
`H² = ∑_{j<k} A_jk² - 2 Pf(A) g₀ g₁ g₂ g₃`. -/
theorem ham_sq (A : Fin 4 → Fin 4 → ℝ) {g : Fin 4 → R} (h : IsMajorana g) :
    ham A g * ham A g = (couplingSq A : ℂ) • (1 : R) - (2 * (pf A : ℂ)) • parity g := by
  obtain ⟨s1, s2, s3⟩ := normal_order h
  -- overlapping pairs cancel, disjoint pairs add up to the Pfaffian
  have hB : bilinear A g * bilinear A g
      = (2 * (pf A : ℂ)) • parity g - (couplingSq A : ℂ) • (1 : R) := by
    rw [(expand A g).1, (expand A g).2, pf, parity]
    push_cast
    simp (disch := decide) only [add_mul, mul_add, smul_mul_assoc, mul_smul_comm, mul_assoc,
      mul_neg, neg_neg, mul_one, s1, s2, s3, h.sq]
    module
  -- the prefactor contributes i² = -1
  rw [ham, smul_mul_assoc, mul_smul_comm, smul_smul, Complex.I_mul_I, hB]
  module

/-- The product `P` of the four generators squares to one and commutes with `H`. -/
theorem parity_sq_and_comm (A : Fin 4 → Fin 4 → ℝ) {g : Fin 4 → R} (h : IsMajorana g) :
    parity g * parity g = 1 ∧ parity g * ham A g = ham A g * parity g := by
  obtain ⟨s1, s2, s3⟩ := normal_order h
  constructor
  · rw [parity]
    simp (disch := decide) only [mul_assoc, mul_neg, neg_neg, mul_one, s2, h.sq]
  · rw [ham, (expand A g).1, parity]
    simp (disch := decide) only [add_mul, mul_add, smul_mul_assoc, mul_smul_comm, mul_assoc,
      mul_neg, neg_neg, mul_one, s1, s2, s3, h.sq]

/-- The Hamiltonian obeys the quartic equation `(H² - S)² = 4 Pf(A)²`. -/
theorem ham_quartic (A : Fin 4 → Fin 4 → ℝ) {g : Fin 4 → R} (h : IsMajorana g) :
    (ham A g * ham A g - (couplingSq A : ℂ) • (1 : R))
      * (ham A g * ham A g - (couplingSq A : ℂ) • (1 : R))
      = (4 * (pf A : ℂ) ^ 2) • (1 : R) := by
  have h1 : ham A g * ham A g - (couplingSq A : ℂ) • (1 : R)
      = (-(2 * (pf A : ℂ))) • parity g := by
    rw [ham_sq A h]
    module
  rw [h1, smul_mul_assoc, mul_smul_comm, (parity_sq_and_comm A h).1]
  module

variable {V : Type*} [AddCommGroup V] [Module ℂ V] [Module R V] [IsScalarTower ℂ R V]

/-- A nonzero state with `H v = E v` and `P v = p v` has `E² = S - 2 Pf(A) p`. -/
theorem energy_sq (A : Fin 4 → Fin 4 → ℝ) {g : Fin 4 → R} (h : IsMajorana g)
    {v : V} (hv : v ≠ 0) {E p : ℂ} (hH : ham A g • v = E • v) (hP : parity g • v = p • v) :
    E ^ 2 = (couplingSq A : ℂ) - 2 * (pf A : ℂ) * p := by
  have h1 : (ham A g * ham A g) • v = (E * E) • v := by
    rw [mul_smul, hH, smul_comm (ham A g) E v, hH, smul_smul]
  -- evaluate the operator identity for H² on v
  rw [ham_sq A h, sub_smul, smul_assoc _ (1 : R) v, smul_assoc _ (parity g) v, one_smul, hP,
    smul_smul, ← sub_smul] at h1
  have h2 : (couplingSq A : ℂ) - 2 * (pf A : ℂ) * p = E * E :=
    smul_left_injective ℂ hv h1
  rw [h2, pow_two]

/-- For a nonzero state with `H v = E v`, the squared energy is a sum of three squares, with
signs fixed by whether `P v = v` or `P v = -v`. -/
theorem energy_sq_sectors (A : Fin 4 → Fin 4 → ℝ) {g : Fin 4 → R} (h : IsMajorana g)
    {v : V} (hv : v ≠ 0) {E : ℂ} (hH : ham A g • v = E • v) :
    (parity g • v = v → E ^ 2 =
      (((A 0 1 - A 2 3) ^ 2 + (A 0 2 + A 1 3) ^ 2 + (A 0 3 - A 1 2) ^ 2 : ℝ) : ℂ)) ∧
    (parity g • v = -v → E ^ 2 =
      (((A 0 1 + A 2 3) ^ 2 + (A 0 2 - A 1 3) ^ 2 + (A 0 3 + A 1 2) ^ 2 : ℝ) : ℂ)) := by
  constructor
  · intro hP
    have hP' : parity g • v = (1 : ℂ) • v := by rw [hP, one_smul]
    rw [energy_sq A h hv hH hP', (expand A g).2, pf]
    push_cast
    ring
  · intro hP
    have hP' : parity g • v = (-1 : ℂ) • v := by rw [hP, neg_smul, one_smul]
    rw [energy_sq A h hv hH hP', (expand A g).2, pf]
    push_cast
    ring

/-- The two-qubit Jordan-Wigner matrices `X⊗1`, `Y⊗1`, `Z⊗X`, `Z⊗Y`. -/
def jw : Fin 4 → Matrix (Fin 4) (Fin 4) ℂ :=
  ![!![0, 0, 1, 0; 0, 0, 0, 1; 1, 0, 0, 0; 0, 1, 0, 0],
    !![0, 0, -I, 0; 0, 0, 0, -I; I, 0, 0, 0; 0, I, 0, 0],
    !![0, 1, 0, 0; 1, 0, 0, 0; 0, 0, 0, -1; 0, 0, -1, 0],
    !![0, -I, 0, 0; I, 0, 0, 0; 0, 0, 0, I; 0, 0, -I, 0]]

set_option maxHeartbeats 400000 in
/-- Each of the six pairs of distinct Jordan-Wigner matrices anticommutes. -/
theorem jw_anti (j k : Fin 4) (h : k < j) : jw j * jw k = -(jw k * jw j) := by
  fin_cases j <;> fin_cases k <;>
    first
      | exact absurd h (by decide)
      | (ext a b
         fin_cases a <;> fin_cases b <;> simp [jw, Matrix.mul_apply, Fin.sum_univ_four])

set_option maxHeartbeats 400000 in
/-- The Jordan-Wigner matrices are four Majorana generators. -/
theorem isMajorana_witness : IsMajorana jw := by
  constructor
  · intro j
    fin_cases j <;> ext a b <;> fin_cases a <;> fin_cases b <;>
      simp [jw, Matrix.mul_apply, Fin.sum_univ_four]
  · intro j k hjk
    rcases lt_or_gt_of_ne hjk with hlt | hlt
    · rw [jw_anti k j hlt, neg_neg]
    · exact jw_anti j k hlt

end

end FourMajoranaSquare
```

```lean
#print axioms FourMajoranaSquare.ham_sq
-- 'FourMajoranaSquare.ham_sq' depends on axioms: [propext, Classical.choice, Quot.sound]
#print axioms FourMajoranaSquare.ham_quartic
-- 'FourMajoranaSquare.ham_quartic' depends on axioms: [propext, Classical.choice, Quot.sound]
#print axioms FourMajoranaSquare.energy_sq_sectors
-- 'FourMajoranaSquare.energy_sq_sectors' depends on axioms: [propext, Classical.choice, Quot.sound]
```

## Generators, couplings and states

The operators live in a ring `R` that is an algebra over $\mathbb C$, of any dimension. `IsMajorana g` has two fields: `sq` says $g_j^2=1$ and `anti` says $g_jg_k=-g_kg_j$ for $j\ne k$. Together they are the relation $\{g_j,g_k\}=2\delta_{jk}$, which postulates Fermi statistics and fixes the normalisation. The four generators, also called Majorana modes, are numbered 0 to 3; two of them make up one fermion mode.

The real array `A` is read only at $j<k$, so antisymmetry is not demanded; for antisymmetric $A$ the same Hamiltonian is $\tfrac i2\sum_{j,k}A_{jk}g_jg_k$. The definitions are `bilinear` for $B=\sum_{j<k}A_{jk}g_jg_k$, `ham` for $H=iB$, `couplingSq` for $S$, `pf` for $\mathrm{Pf}\equiv\mathrm{Pf}(A)$ and `parity` for $P=g_0g_1g_2g_3$.

The operator statements are

- `ham_sq`: $H^2=S-2\,\mathrm{Pf}\,P$, where $S$ multiplies the unit of `R`;
- `parity_sq_and_comm`: $P^2=1$ and $PH=HP$;
- `ham_quartic`: $(H^2-S)^2=4\,\mathrm{Pf}^2$.

States are elements of a complex vector space `V` on which `R` acts, and `IsScalarTower ℂ R V` makes the action respect complex scalars, $(cr)v=c(rv)$ for $c\in\mathbb C$, $r\in R$, $v\in V$. For $v\neq0$ with $Hv=Ev$ and $Pv=pv$, `energy_sq` gives $E^2=S-2\,\mathrm{Pf}\,p$. The theorem `energy_sq_sectors` takes $p=\pm1$:
$$E^2=(A_{01}\mp A_{23})^2+(A_{02}\pm A_{13})^2+(A_{03}\mp A_{12})^2 .$$

The algebra carries no adjoint and `V` no inner product. Hermiticity of $g_j$ and $H$ is therefore neither assumed nor concluded, $E$ and $p$ enter as complex numbers, and $v$ need not be normalised. The joint eigenvector is a hypothesis: its existence, the sign of $E$ and the multiplicities are not addressed. The number of generators is fixed at four.

## Two fermion modes on two qubits

`jw` lists $X\otimes1$, $Y\otimes1$, $Z\otimes X$, $Z\otimes Y$ as $4\times4$ matrices, with $X,Y,Z$ the Pauli matrices, and `isMajorana_witness` shows that they satisfy `IsMajorana`. This is the Jordan-Wigner encoding of two fermion modes with annihilators $c_0=(g_0+ig_1)/2$ and $c_1=(g_2+ig_3)/2$ and occupations $n_m=c_m^\dagger c_m$. The identifications in the rest of this paragraph, the numerical example and the counter-examples are worked by hand and are not part of the Lean code. One finds $ig_0g_1=-Z\otimes1=2n_0-1$, $ig_2g_3=-1\otimes Z=2n_1-1$ and $P=-Z\otimes Z=-(-1)^{n_0+n_1}$. So $P$ is the fermion parity up to a sign, and $p=+1$ labels odd occupation.

For a non-interacting system of two fermion modes with hopping and pairing, the result gives the squared many-body energy in each parity sector without diagonalisation, provided the energy is measured from the mean of the four levels. The proviso matters because $H$ has no constant term, while an on-site term $\varepsilon n_0=\tfrac\varepsilon2\,ig_0g_1+\tfrac\varepsilon2$ carries one that must first be subtracted. With that shift the formula is a closed-form check on an encoded two-qubit Hamiltonian of this quadratic type.

## Counting the 36 products in $B^2$

One sign rule does the work. A generator $g_l$ passes the pair $g_jg_k$ with two swaps if $l\notin\{j,k\}$, so it commutes with the pair. If $l=j$, then $g_j\,(g_jg_k)=g_k$ while $(g_jg_k)\,g_j=-g_k$, so it anticommutes, and likewise for $l=k$. Hence two pairs that share exactly one index anticommute, and two disjoint pairs commute.

The square of the six-term sum $B$ has 36 products.

1. Six are squares: $g_jg_kg_jg_k=-g_jg_jg_kg_k=-1$, which contribute $-S$.
2. Twenty-four involve pairs that share one index. Each occurs in both orders with the same coefficient, and the two orders cancel.
3. Six involve disjoint pairs, each split of $\{0,1,2,3\}$ occurring twice. Ordering gives $g_0g_1g_2g_3=P$, $g_0g_2g_1g_3=-P$ (one swap) and $g_0g_3g_1g_2=+P$ (two swaps). The total is $2(A_{01}A_{23}-A_{02}A_{13}+A_{03}A_{12})P$.

Thus $B^2=2\,\mathrm{Pf}\,P-S$ and $H^2=i^2B^2=S-2\,\mathrm{Pf}\,P$.

Because $g_0g_1$ and $g_2g_3$ commute, $P^2=(g_0g_1)^2(g_2g_3)^2=(-1)(-1)=1$. Each $g_j$ passes $P$ by anticommuting with the three other generators, a factor $(-1)^3$, so a pair commutes with $P$ and $PH=HP$. Squaring $H^2-S=-2\,\mathrm{Pf}\,P$ gives $4\,\mathrm{Pf}^2$.

On a joint eigenvector, $E^2v=H^2v=(S-2\,\mathrm{Pf}\,p)v$, and $v\ne0$ lets the coefficients be compared. With $\mathbf u=(A_{01},A_{02},A_{03})$ and $\mathbf w=(A_{23},-A_{13},A_{12})$ one has $S=|\mathbf u|^2+|\mathbf w|^2$ and $\mathrm{Pf}=\mathbf u\cdot\mathbf w$, so $E^2=|\mathbf u\mp\mathbf w|^2$ for $p=\pm1$, which is the sum of three squares.

## Sorting words of generators in Lean

The proof does not classify the 36 products; it sorts each one. `normal_order` provides three rewriting rules for words bracketed to the right: swap an out-of-order pair at the end of a word, swap one inside a word, and delete a repeated neighbour. `expand` writes $B$ and $S$ as six terms each.

In `ham_sq`, the inner claim `hB` is $B^2=2\,\mathrm{Pf}\,P-S$. The `simp` call multiplies out and applies the rules, with `disch := decide` settling each side condition $k<j$ on concrete indices. Every word ends as $\pm1$, $\pm g_jg_k$ with $j<k$, or $\pm P$. Then `module` compares coefficients, and this is where the cancellations of step 2 and the Pfaffian of step 3 appear. `Complex.I_mul_I` supplies $i^2=-1$.

`parity_sq_and_comm` sorts both sides in the same way until they coincide. `ham_quartic` isolates $-2\,\mathrm{Pf}\,P$ in `h1` and uses $P^2=1$. In `energy_sq`, `h1` is $H^2v=E^2v$, `ham_sq` rewrites its left side, and `smul_left_injective ℂ hv` cancels $v$. `energy_sq_sectors` inserts $p=\pm1$ and lets `ring` complete the squares. `jw_anti` and `isMajorana_witness` compare matrix entries one by one.

## An example with energies $\pm3$ and $\pm9$

Take $A_{01}=4$, $A_{02}=3$, $A_{03}=3$, $A_{12}=1$, $A_{13}=-1$, $A_{23}=3$. Then $S=16+9+9+1+1+9=45$ and $\mathrm{Pf}=12+3+3=18$, so $E^2=45-36=9$ for $p=+1$ and $E^2=45+36=81$ for $p=-1$. The three squares are $1+4+4$ and $49+16+16$. In the matrices `jw`,
$$H=-4\,Z\otimes1-3\,(1\otimes Z)+3\,Y\otimes X+3\,Y\otimes Y-X\otimes X+X\otimes Y .$$
In the eigenbasis of $Z$, with $Z|0\rangle=|0\rangle$, the blocks on $|01\rangle,|10\rangle$ ($p=+1$) and on $|00\rangle,|11\rangle$ ($p=-1$) are
$$\begin{pmatrix}-1&2-2i\\2+2i&1\end{pmatrix},\qquad\begin{pmatrix}-7&-4-4i\\-4+4i&7\end{pmatrix}.$$
Both are traceless, with squares $1+8=9$ and $49+32=81$ times the identity, so the eigenvalues are $\pm3$ and $\pm9$.

## Commuting generators, null generators and the zero vector

Let $A_{01}=1$ be the only coupling, so that $S=1$, $\mathrm{Pf}=0$ and the formula reads $H^2=1$. In $R=\mathbb C$ with every $g_j=1$, `sq` holds and `anti` fails; then $H=i$ and $H^2=-1$. With every $g_j=0$, `anti` holds and `sq` fails; then $H^2=0$. For $v=0$ both eigenvalue equations hold for every $E$, for instance $E=5$, so `energy_sq` without `hv` would claim $25=1$.
